# On a fixed graph, a sum of node energies after T message-passing layers cannot couple nodes more than 2T edges apart

## Layers, features and energy

A message-passing layer is taken here to be an arbitrary function of a node's own feature and its neighbours' features, on a graph that stays fixed when the inputs change. Locality within one layer is thus assumed; the range of T layers is derived.

Let h(v) be the input at node v, N(v) its set of neighbours, and f_t(v) its feature after t layers:

f_0(v) = h(v)

f_{t+1}(v) = U_{t,v}( f_t(v), (f_t(w))_{w ∈ N(v)} )

The update U_{t,v} may differ between layers and nodes, so it can contain fixed edge data. With node energies ε_v, the total energy is

E(h) = Σ_v ε_v(f_T(v)).

For machine-learned potentials of this form, substitutions at two alloy sites more than 2T edges apart have no interaction energy, provided that all atomic positions and the neighbour graph are held fixed and no long-range term is added. If the surrounding atoms are allowed to relax, their inputs change as well, and the result does not exclude an interaction carried by the relaxation.

## Additivity beyond 2T edges

Let h_j be h with the input at j replaced by a, h_k the same with k and b, and h_jk the input with both replacements. If no walk of at most 2T edges joins j and k, then

E(h_jk) − E(h) = [E(h_j) − E(h)] + [E(h_k) − E(h)].

First, f_t(v) depends only on inputs within t edges of v. This is clear for t = 0. The next layer reads f_t(v) and f_t(w) for neighbours w; a walk of at most t edges from w becomes one of at most t+1 edges from v.

Second, no node v lies within T edges of both j and k, since joining the two walks at v would link j to k within 2T edges. Write e_v(h) for the final energy of node v.

- If v is within T edges of j, it does not hear k, so e_v(h_jk) = e_v(h_j) and e_v(h_k) = e_v(h).
- Otherwise it does not hear j, so e_v(h_jk) = e_v(h_k) and e_v(h_j) = e_v(h).

Either way the identity holds for e_v, and summing over v gives it for E.

## A model that interacts up to 2T edges

Take real features, f_{t+1}(v) = f_t(v) + Σ_{w ∈ N(v)} f_t(w), and ε_v(f) = f². Let x_v and y_v be the final features produced by a unit input at j alone and at k alone, with j ≠ k. The layers are linear, so both inputs together give x_v + y_v, and zero input gives zero energy. The joint change exceeds the sum of the separate changes by

Σ_v [(x_v + y_v)² − x_v² − y_v²] = 2 Σ_v x_v y_v.

Nonnegative numbers cannot cancel, so x_v > 0 within T edges of j, and y_v > 0 within T edges of k. If a walk of at most 2T edges joins j and k, some node m on it is within T edges of both, and x_m y_m > 0 makes the excess positive.

## The statements in Lean

`MessagePassing G X` holds the functions U (`update`) and ε (`energy`); `features` and `totalEnergy` are f_t and E. `Function.update h j a` is h_j, and `WithinHops G n v u` says that a walk of at most n edges joins v and u.

`energy_change_additive` allows any feature type `X`, including vectors or tensors, and any finite graph. An input may include an atomic position, as long as displacements leave the graph unchanged.

`additive_iff_dist` concerns real features and distinct nodes of a connected graph: additivity holds for all models, backgrounds and replacement values exactly when `2 * T < G.dist j k`. At any distance up to and including 2T some model interacts, though not every model must.

## Two small counter-examples

On the path j–m–k with T = 1, the distance equals 2T. In the summing model each separate unit input gives energy 1 + 1 = 2, but both give 1 + 4 + 1 = 6. Distance at least 2T is therefore not enough for additivity.

The equivalence also needs some walk between j and k, which connectedness supplies. On a graph that consists of two nodes and no edges, every model is additive, yet Mathlib sets the distance between the nodes to 0, so `2 * T < G.dist j k` is false.

## The file

```lean
import Mathlib

namespace MessagePassingRange

noncomputable section

variable {V X : Type*} {G : SimpleGraph V}

/-- Nodes `v` and `u` are joined by a walk of at most `n` edges. -/
abbrev WithinHops (G : SimpleGraph V) (n : ℕ) (v u : V) : Prop :=
  ∃ p : G.Walk v u, p.length ≤ n

/-- A message-passing potential on a fixed graph: each layer updates a node from its own
feature and those of its neighbours, and a readout assigns an energy to each node feature. -/
structure MessagePassing (G : SimpleGraph V) (X : Type*) where
  /-- The update rule of each layer at each node. -/
  update : ℕ → (v : V) → X → (G.neighborSet v → X) → X
  /-- The energy read out at each node. -/
  energy : V → X → ℝ

/-- The node features after a given number of layers, starting from the input `h`. -/
def MessagePassing.features (M : MessagePassing G X) (h : V → X) : ℕ → V → X
  | 0 => h
  | t + 1 => fun v => M.update t v (MessagePassing.features M h t v)
      (fun w => MessagePassing.features M h t w)

/-- The total energy: the sum of the node energies after `T` layers. -/
def MessagePassing.totalEnergy [Fintype V] (M : MessagePassing G X) (T : ℕ)
    (h : V → X) : ℝ :=
  ∑ v, M.energy v (M.features h T v)

/-- Receptive field: after `t` layers the feature of a node depends only on the inputs
of nodes within `t` edges. -/
theorem receptive_field (M : MessagePassing G X) {h h' : V → X} (t : ℕ) :
    ∀ v, (∀ u, WithinHops G t v u → h u = h' u) →
      M.features h t v = M.features h' t v := by
  induction t with
  | zero =>
    intro v H
    exact H v ⟨SimpleGraph.Walk.nil, by simp⟩
  | succ t ih =>
    intro v H
    have own := ih v (fun u ⟨p, hp⟩ => H u ⟨p, by omega⟩)
    -- a walk from a neighbour becomes one edge longer when started at `v`
    have nbr : (fun w : G.neighborSet v => M.features h t w) =
        fun w : G.neighborSet v => M.features h' t w := by
      funext w
      have e : G.Adj v w := w.2
      exact ih w (fun u ⟨p, hp⟩ => H u ⟨SimpleGraph.Walk.cons e p, by
        simp only [SimpleGraph.Walk.length_cons]; omega⟩)
    simp only [MessagePassing.features]
    rw [own, nbr]

/-- Changing the input of a node more than `T` edges away leaves a feature unchanged
after `T` layers. -/
theorem features_unaffected [DecidableEq V] (M : MessagePassing G X) (h : V → X)
    {T : ℕ} {v j : V} (a : X) (hv : ¬ WithinHops G T v j) :
    M.features (Function.update h j a) T v = M.features h T v := by
  apply receptive_field
  intro u hu
  have huj : u ≠ j := fun e => hv (e ▸ hu)
  exact Function.update_of_ne huj a h

/-- If no walk of at most `2T` edges joins `j` and `k`, changing both inputs changes the
energy of a `T`-layer model by exactly the sum of the two separate changes. -/
theorem energy_change_additive [Fintype V] [DecidableEq V] (M : MessagePassing G X)
    (T : ℕ) {j k : V} (far : ¬ WithinHops G (2 * T) j k) (h : V → X) (a b : X) :
    M.totalEnergy T (Function.update (Function.update h j a) k b) - M.totalEnergy T h =
      (M.totalEnergy T (Function.update h j a) - M.totalEnergy T h) +
      (M.totalEnergy T (Function.update h k b) - M.totalEnergy T h) := by
  have hjk : j ≠ k := by
    rintro rfl
    exact far ⟨SimpleGraph.Walk.nil, by simp⟩
  simp only [MessagePassing.totalEnergy, ← Finset.sum_sub_distrib,
    ← Finset.sum_add_distrib]
  refine Finset.sum_congr rfl fun v _ => ?_
  by_cases hj : WithinHops G T v j
  · -- a node that hears `j` cannot hear `k`
    have hk : ¬ WithinHops G T v k := by
      rintro ⟨q, hq⟩
      obtain ⟨p, hp⟩ := hj
      exact far ⟨p.reverse.append q, by
        rw [SimpleGraph.Walk.length_append, SimpleGraph.Walk.length_reverse]; omega⟩
    rw [features_unaffected M _ b hk, features_unaffected M h b hk]
    ring
  · rw [Function.update_comm hjk, features_unaffected M _ a hj,
      features_unaffected M h a hj]
    ring

/-- Nodes joined by a walk of at most `a + b` edges have an intermediate node within
`a` edges of the first and `b` edges of the second. -/
theorem exists_midpoint {b : ℕ} (a : ℕ) : ∀ {j k : V}, WithinHops G (a + b) j k →
    ∃ m, WithinHops G a j m ∧ WithinHops G b m k := by
  induction a with
  | zero =>
    rintro j k ⟨p, hp⟩
    exact ⟨j, ⟨SimpleGraph.Walk.nil, by simp⟩, ⟨p, by omega⟩⟩
  | succ a ih =>
    rintro j k ⟨p, hp⟩
    cases p with
    | nil => exact ⟨_, ⟨SimpleGraph.Walk.nil, by simp⟩, ⟨SimpleGraph.Walk.nil, by simp⟩⟩
    | cons e q =>
      rw [SimpleGraph.Walk.length_cons] at hp
      obtain ⟨m, ⟨r, hr⟩, s⟩ := ih ⟨q, by omega⟩
      exact ⟨m, ⟨SimpleGraph.Walk.cons e r, by
        rw [SimpleGraph.Walk.length_cons]; omega⟩, s⟩

variable [Fintype V]

/-- The model whose layers add the neighbours' features to a node's own and whose node
energy is the square of the final feature. -/
def sumModel (G : SimpleGraph V) [DecidableRel G.Adj] : MessagePassing G ℝ where
  update _ _ x m := x + ∑ w, m w
  energy _ x := x ^ 2

variable [DecidableRel G.Adj]

/-- One layer of the summing model adds the neighbours' features to a node's own. -/
theorem sumModel_succ (h : V → ℝ) (t : ℕ) (v : V) :
    (sumModel G).features h (t + 1) v = (sumModel G).features h t v +
      ∑ w : G.neighborSet v, (sumModel G).features h t w := rfl

/-- The features of the summing model obey superposition in the inputs. -/
theorem sumModel_add (h h' : V → ℝ) (t : ℕ) : ∀ v, (sumModel G).features (h + h') t v =
    (sumModel G).features h t v + (sumModel G).features h' t v := by
  induction t with
  | zero => intro v; rfl
  | succ t ih =>
    intro v
    simp only [sumModel_succ, ih, Finset.sum_add_distrib]
    ring

/-- For nonnegative inputs the features of the summing model are nonnegative, and they are
positive after `t` layers at every node within `t` edges of a positive input. -/
theorem sumModel_signal {h : V → ℝ} (h0 : ∀ u, 0 ≤ h u) (t : ℕ) :
    ∀ v, 0 ≤ (sumModel G).features h t v ∧
      ∀ u, 0 < h u → WithinHops G t v u → 0 < (sumModel G).features h t v := by
  induction t with
  | zero =>
    refine fun v => ⟨h0 v, ?_⟩
    rintro u hu ⟨p, hp⟩
    cases p with
    | nil => exact hu
    | cons e q => rw [SimpleGraph.Walk.length_cons] at hp; omega
  | succ t ih =>
    intro v
    rw [sumModel_succ]
    have hs : 0 ≤ ∑ w : G.neighborSet v, (sumModel G).features h t w :=
      Finset.sum_nonneg fun w _ => (ih w).1
    refine ⟨add_nonneg (ih v).1 hs, ?_⟩
    rintro u hu ⟨p, hp⟩
    cases p with
    | nil =>
      exact add_pos_of_pos_of_nonneg
        ((ih _).2 _ hu ⟨SimpleGraph.Walk.nil, by simp⟩) hs
    | cons e q =>
      rw [SimpleGraph.Walk.length_cons] at hp
      exact add_pos_of_nonneg_of_pos (ih _).1 (Finset.sum_pos' (fun w _ => (ih w).1)
        ⟨⟨_, e⟩, Finset.mem_univ _, (ih _).2 _ hu ⟨q, by omega⟩⟩)

/-- For distinct nodes within `2T` edges, raising both inputs from 0 to 1 on a zero background
raises the energy of the summing model by more than the two separate changes together. -/
theorem sumModel_interacts [DecidableEq V] {T : ℕ} {j k : V} (hjk : j ≠ k)
    (near : WithinHops G (2 * T) j k) :
    ((sumModel G).totalEnergy T (Function.update 0 j 1) - (sumModel G).totalEnergy T 0) +
      ((sumModel G).totalEnergy T (Function.update 0 k 1) - (sumModel G).totalEnergy T 0) <
    (sumModel G).totalEnergy T (Function.update (Function.update 0 j 1) k 1) -
      (sumModel G).totalEnergy T 0 := by
  have hE : ∀ h, (sumModel G).totalEnergy T h =
    ∑ v, (sumModel G).features h T v ^ 2 := fun _ => rfl
  have both : Function.update (Function.update (0 : V → ℝ) j 1) k 1 =
      Function.update (0 : V → ℝ) j 1 + Function.update (0 : V → ℝ) k 1 := by
    funext u
    by_cases hk : u = k <;> by_cases hj : u = j
    · exact absurd (hj.symm.trans hk) hjk
    all_goals simp only [Function.update_apply, Pi.add_apply, Pi.zero_apply, hk, hj,
      hjk, hjk.symm, if_true, if_false, zero_add, add_zero]
  have zero : ∀ v, (sumModel G).features 0 T v = 0 := by
    intro v
    have h := sumModel_add (G := G) 0 0 T v
    rw [add_zero] at h
    linarith
  have unit : ∀ i u : V, 0 ≤ Function.update (0 : V → ℝ) i 1 u := by
    intro i u
    rw [Function.update_apply]
    split_ifs <;> simp
  have sj := sumModel_signal (G := G) (unit j) T
  have sk := sumModel_signal (G := G) (unit k) T
  -- the midpoint hears both inputs, so its squared feature has a cross term
  obtain ⟨m, ⟨p, hp⟩, ⟨q, hq⟩⟩ := exists_midpoint (b := T) T (two_mul T ▸ near)
  have pj := (sj m).2 j (by simp) ⟨p.reverse, by
    rw [SimpleGraph.Walk.length_reverse]; exact hp⟩
  have pk := (sk m).2 k (by simp) ⟨q, hq⟩
  rw [both]
  simp only [hE, sumModel_add, zero]
  simp only [← Finset.sum_sub_distrib, ← Finset.sum_add_distrib]
  refine Finset.sum_lt_sum (fun v _ => ?_) ⟨m, Finset.mem_univ m, ?_⟩
  · nlinarith [mul_nonneg (sj v).1 (sk v).1]
  · nlinarith [mul_pos pj pk]

omit [DecidableRel G.Adj] in
/-- On a connected graph, energy changes at two distinct nodes are additive for every
`T`-layer model with real features exactly when the nodes are more than `2T` edges apart. -/
theorem additive_iff_dist [DecidableEq V] (hG : G.Connected) {j k : V} (hjk : j ≠ k)
    (T : ℕ) :
    (∀ (M : MessagePassing G ℝ) (h : V → ℝ) (a b : ℝ),
      M.totalEnergy T (Function.update (Function.update h j a) k b) - M.totalEnergy T h =
        (M.totalEnergy T (Function.update h j a) - M.totalEnergy T h) +
        (M.totalEnergy T (Function.update h k b) - M.totalEnergy T h)) ↔
    2 * T < G.dist j k := by
  classical
  constructor
  · intro H
    by_contra hd
    obtain ⟨p, hp⟩ := hG.exists_walk_length_eq_dist j k
    exact (sumModel_interacts (G := G) hjk ⟨p, by omega⟩).ne' (H (sumModel G) 0 1 1)
  · intro hd M h a b
    refine energy_change_additive M T ?_ h a b
    rintro ⟨p, hp⟩
    have := SimpleGraph.dist_le p
    omega

end

end MessagePassingRange
```

```lean
#print axioms MessagePassingRange.sumModel_interacts
-- 'MessagePassingRange.sumModel_interacts' depends on axioms: [propext, Classical.choice, Quot.sound]
#print axioms MessagePassingRange.additive_iff_dist
-- 'MessagePassingRange.additive_iff_dist' depends on axioms: [propext, Classical.choice, Quot.sound]
```

## From receptive fields to the equivalence

`receptive_field` is the induction on layers, with `SimpleGraph.Walk.cons` adding the edge from v to its neighbour. `features_unaffected` applies it to one changed input. In `energy_change_additive`, `by_cases hj` separates the two cases above, `p.reverse.append q` joins the walks at v, and `ring` finishes each node's identity.

`exists_midpoint` finds m by following the walk edge by edge. For the summing model, `sumModel_succ` writes out one layer, `sumModel_add` proves superposition, and `sumModel_signal` proves positivity by induction. `sumModel_interacts` then compares the sums node by node: `Finset.sum_lt_sum` needs a weak inequality everywhere and a strict one at m, where `mul_pos pj pk` supplies the cross term.

In `additive_iff_dist`, a shortest walk of at most 2T edges would let the summing model contradict additivity. Conversely, `SimpleGraph.dist_le` shows that a distance above 2T excludes every such walk, so `energy_change_additive` applies.
